# Energy changes from endpoint orbital energies and hardnesses, exact for energies up to quartic in the occupation

Averaging the initial and final orbital energies can give the wrong energy for adding an electron. If the energy at occupation $f$ is $f^3$, the orbital energy is $3f^2$ and the average over $f=0$ and $f=1$ is $3/2$, but the energy rises by only $1$.

Let $E(f)$ be the energy, $\varepsilon=E'$ the orbital energy and $\eta=E''$ the hardness, which measures how the orbital energy shifts as the orbital fills. Identifying $E'$ with an orbital energy is Janak's theorem in density functional theory; here it is a definition. The hardness is the full second derivative, without a factor $1/2$, and includes any relaxation along the curve.

```lean
import Mathlib

open Polynomial

namespace EndpointHardnessCorrection

noncomputable section
```

For occupations $a$ and $b$, define the endpoint estimate

$$S=\frac{(b-a)\,(\varepsilon(a)+\varepsilon(b))}{2}-\frac{(b-a)^2\,(\eta(b)-\eta(a))}{12}.$$

In Lean, `endpointEstimate` takes $\varepsilon$ and $\eta$ as arbitrary functions.

```lean
/-- Energy change estimated from the orbital energy `ε` and the hardness `η` at the initial
occupation `a` and the final occupation `b`. -/
def endpointEstimate (ε η : ℝ → ℝ) (a b : ℝ) : ℝ :=
  (b - a) * (ε a + ε b) / 2 - (b - a) ^ 2 * (η b - η a) / 12
```

`polyEstimate` fills them with the derivatives of a real polynomial, `E : ℝ[X]`.

```lean
/-- The endpoint estimate for a polynomial energy `E`, with orbital energy `E'` and
hardness `E''`. -/
def polyEstimate (E : ℝ[X]) (a b : ℝ) : ℝ :=
  endpointEstimate (fun f => (derivative E).eval f)
    (fun f => (derivative (derivative E)).eval f) a b
```

For a smooth one-parameter energy curve, $S$ estimates an electron addition or removal energy from data at the two end occupations alone.

## (a) The error for energies up to fifth degree

Let $E$ have degree at most 5, with $c_5$ the coefficient of $f^5$. Show that

$$E(b)-E(a)-S=\frac{c_5(b-a)^5}{6}.$$

**Solution.** Put $h=b-a$ and expand $E$ in powers of $x=f-a$; the coefficient of $x^5$ is still $c_5$. Both sides are linear in $E$, so test each $x^k$. A constant gives zero. For $k\ge1$ the true change is $h^k$. The estimate is $h(1+1)/2=h$ for $k=1$ and $h(0+2h)/2=h^2$ for $k=2$. For $k\ge3$ it is

$$\frac{k h^k}{2}-\frac{k(k-1)h^k}{12}=\frac{k(7-k)}{12}h^k,$$

which is $h^3$, $h^4$ and $\tfrac56h^5$ for $k=3,4,5$. Only $x^5$ leaves an error, $h^5/6$.

Lean expands in powers of $f$ instead. `key` treats arbitrary coefficients, with `ring` comparing the two sides, and `as_sum_range'` then writes $E$ in that form.

```lean
/-- For an energy of degree at most 5 in the occupation, the error of the endpoint estimate is
the quintic coefficient times `(b - a) ^ 5 / 6`. -/
theorem quintic_defect (E : ℝ[X]) (hE : E.natDegree ≤ 5) (a b : ℝ) :
    E.eval b - E.eval a - polyEstimate E a b = E.coeff 5 * (b - a) ^ 5 / 6 := by
  -- expand in monomials with arbitrary coefficients
  have key : ∀ c : ℕ → ℝ,
      (∑ i ∈ Finset.range 6, monomial i (c i)).eval b
        - (∑ i ∈ Finset.range 6, monomial i (c i)).eval a
        - polyEstimate (∑ i ∈ Finset.range 6, monomial i (c i)) a b
        = c 5 * (b - a) ^ 5 / 6 := by
    intro c
    simp only [polyEstimate, endpointEstimate, Finset.sum_range_succ, Finset.sum_range_zero,
      derivative_add, eval_add, derivative_monomial, eval_monomial,
      Nat.reduceSub, zero_add, Nat.cast_ofNat, Nat.cast_zero, Nat.cast_one]
    ring
  have h := key E.coeff
  rw [← E.as_sum_range' 6 (by omega)] at h
  exact h
```

## (b) Energies up to fourth degree

For degree at most 4 and any $a,b$, show that

$$E(b)-E(a)=S.$$

**Solution.** Set $c_5=0$ in (a).

```lean
/-- For an energy of degree at most 4, the endpoint estimate gives the exact energy change
between any two occupations. -/
theorem exact_of_quartic (E : ℝ[X]) (hE : E.natDegree ≤ 4) (a b : ℝ) :
    E.eval b - E.eval a = polyEstimate E a b := by
  have h := quintic_defect E (by omega) a b
  rw [coeff_eq_zero_of_natDegree_lt (show E.natDegree < 5 by omega)] at h
  linarith
```

## (c) Adding one electron

For degree at most 4, show that

$$E(1)-E(0)=\frac{E'(0)+E'(1)}{2}-\frac{E''(1)-E''(0)}{12}.$$

**Solution.** Put $a=0$, $b=1$ in (b).

As a numerical instance, take $E=-8f+3f^2+f^4$. Then $E'(0)=-8$, $E'(1)=2$, $E''(0)=6$ and $E''(1)=18$. The average is $-3$, the correction is $-1$, and the result $-4$ equals $E(1)-E(0)$.

```lean
/-- Adding one electron to an orbital with an energy of degree at most 4: the energy change is
the average of the initial and final orbital energies minus one twelfth of the change in
hardness. -/
theorem one_electron_energy (E : ℝ[X]) (hE : E.natDegree ≤ 4) :
    E.eval 1 - E.eval 0
      = ((derivative E).eval 0 + (derivative E).eval 1) / 2
        - ((derivative (derivative E)).eval 1 - (derivative (derivative E)).eval 0) / 12 := by
  rw [exact_of_quartic E hE 0 1]
  simp only [polyEstimate, endpointEstimate]
  ring
```

## (d) When the estimate is exact

For degree at most 5 and $a\ne b$, show that

$$E(b)-E(a)=S\iff\deg E\le4.$$

**Solution.** By (a), exactness means $c_5(b-a)^5=0$. Since $b-a\ne0$, this forces $c_5=0$, so the degree is at most 4. The converse is (b).

Without the bound 5 the equivalence fails: $(f-\tfrac12)^6$ has zero energy change and zero estimate between 0 and 1, yet has degree 6.

```lean
/-- Among energies of degree at most 5, the estimate between two different occupations is exact
precisely when the degree is at most 4. -/
theorem exact_iff_quartic (E : ℝ[X]) (hE : E.natDegree ≤ 5) {a b : ℝ} (hab : a ≠ b) :
    E.eval b - E.eval a = polyEstimate E a b ↔ E.natDegree ≤ 4 := by
  refine ⟨fun h => ?_, fun h => exact_of_quartic E h a b⟩
  have hd := quintic_defect E hE a b
  have hne : (b - a) ^ 5 ≠ 0 := pow_ne_zero 5 (sub_ne_zero.mpr hab.symm)
  have hz : E.coeff 5 * (b - a) ^ 5 = 0 := by linarith
  have hc : E.coeff 5 = 0 := (mul_eq_zero.mp hz).resolve_right hne
  rw [natDegree_le_iff_coeff_eq_zero]
  intro N hN
  rcases Nat.lt_or_ge 5 N with h5 | h5
  · exact coeff_eq_zero_of_natDegree_lt (by omega)
  · have hN5 : N = 5 := by omega
    rw [hN5]
    exact hc
```

## (e) A fifth-power energy

For $E=f^5$, show that

$$E(1)-E(0)=1,\qquad S=\tfrac56\quad(a=0,\ b=1).$$

**Solution.** Here $E'=5f^4$ and $E''=20f^3$, so $S=\tfrac52-\tfrac{20}{12}=\tfrac56$. Lean obtains the same value from (a) with $c_5=1$.

```lean
/-- For the energy `f ^ 5` the change from occupation 0 to 1 is 1, while the endpoint estimate
is 5/6. -/
theorem fifth_power_estimate :
    (X ^ 5 : ℝ[X]).eval 1 - (X ^ 5 : ℝ[X]).eval 0 = 1 ∧
      polyEstimate (X ^ 5 : ℝ[X]) 0 1 = 5 / 6 := by
  have h := quintic_defect (X ^ 5 : ℝ[X]) (by simp) 0 1
  have h1 : (X ^ 5 : ℝ[X]).eval 1 - (X ^ 5 : ℝ[X]).eval 0 = 1 := by simp
  have h2 : (X ^ 5 : ℝ[X]).coeff 5 = 1 := by simp
  rw [h1, h2] at h
  exact ⟨h1, by linarith⟩
```

## (f) The error for a smooth energy curve

Let $E_0$ be the energy and $E_1,\dots,E_5$ its successive derivatives, with $E_5$ continuous between $a$ and $b$. Show that

$$E_0(b)-E_0(a)-S=\int_a^b\frac{(t-a)^2(b-t)^2}{24}E_5(t)\,dt.$$

**Solution.** Write $u=t-a$, $v=b-t$, $w=v-u$ and $K=u^2v^2/24$. Since $(uv)'=w$ and $w'=-2$,

$$K'=\frac{uvw}{12},\quad K''=\frac{w^2-2uv}{12},\quad K'''=-\frac w2,\quad K''''=1.$$

Hence $F=KE_4-K'E_3+K''E_2-K'''E_1+E_0$ has derivative $KE_5$, all other terms cancelling. At both ends $K=K'=0$ and $K''=(b-a)^2/12$, while $w(a)=b-a=-w(b)$. So $F(b)-F(a)$ is the left side.

In Lean, `E k` is $E_k$, and `hF` differentiates $F$ before the fundamental theorem of calculus is applied. `HasDerivAt` is two-sided, so a kink of `E 0` at an end occupation is excluded. A curve that is smooth only from inside the interval can first be continued past $a$ and $b$ by its Taylor polynomials there, which changes neither side of the formula.

```lean
/-- For an energy curve `E 0` with successive derivatives `E 1, ..., E 5`, the last continuous,
the error of the endpoint estimate is the fifth derivative integrated against a quartic
kernel. -/
theorem remainder_integral (E : ℕ → ℝ → ℝ) (a b : ℝ)
    (hE : ∀ k < 5, ∀ t ∈ Set.uIcc a b, HasDerivAt (E k) (E (k + 1) t) t)
    (hc : ContinuousOn (E 5) (Set.uIcc a b)) :
    E 0 b - E 0 a - endpointEstimate (E 1) (E 2) a b
      = ∫ t in a..b, (t - a) ^ 2 * (b - t) ^ 2 / 24 * E 5 t := by
  -- the antiderivative produced by repeated integration by parts
  have hF : ∀ t ∈ Set.uIcc a b, HasDerivAt
      (fun s => (s - a) * (s - a) * ((b - s) * (b - s)) / 24 * E 4 s
        - (s - a) * (b - s) * (a + b - 2 * s) / 12 * E 3 s
        + ((a + b - 2 * s) * (a + b - 2 * s) - 2 * ((s - a) * (b - s))) / 12 * E 2 s
        + (a + b - 2 * s) / 2 * E 1 s + E 0 s)
      ((t - a) ^ 2 * (b - t) ^ 2 / 24 * E 5 t) t := by
    intro t ht
    have h0 : HasDerivAt (E 0) (E 1 t) t := hE 0 (by norm_num) t ht
    have h1 : HasDerivAt (E 1) (E 2 t) t := hE 1 (by norm_num) t ht
    have h2 : HasDerivAt (E 2) (E 3 t) t := hE 2 (by norm_num) t ht
    have h3 : HasDerivAt (E 3) (E 4 t) t := hE 3 (by norm_num) t ht
    have h4 : HasDerivAt (E 4) (E 5 t) t := hE 4 (by norm_num) t ht
    have hu : HasDerivAt (fun s : ℝ => s - a) 1 t := (hasDerivAt_id' t).sub_const a
    have hv : HasDerivAt (fun s : ℝ => b - s) (-1) t := (hasDerivAt_id' t).const_sub b
    have hw : HasDerivAt (fun s : ℝ => a + b - 2 * s) (-(2 * 1)) t :=
      ((hasDerivAt_id' t).const_mul 2).const_sub (a + b)
    have k0 := ((hu.fun_mul hu).fun_mul (hv.fun_mul hv)).div_const 24
    have k1 := ((hu.fun_mul hv).fun_mul hw).div_const 12
    have k2 := ((hw.fun_mul hw).fun_sub ((hu.fun_mul hv).const_mul 2)).div_const 12
    have k3 := hw.div_const 2
    exact (((((k0.fun_mul h4).fun_sub (k1.fun_mul h3)).fun_add (k2.fun_mul h2)).fun_add
      (k3.fun_mul h1)).fun_add h0).congr_deriv (by ring)
  have hk : Continuous (fun t : ℝ => (t - a) ^ 2 * (b - t) ^ 2 / 24) := by fun_prop
  have hI := intervalIntegral.integral_eq_sub_of_hasDerivAt hF
    (hk.continuousOn.mul hc).intervalIntegrable
  rw [hI]
  simp only [endpointEstimate]
  ring
```

## (g) A bound on the error

If also $a\le b$ and $|E_5|\le M$ on $[a,b]$, show that

$$|E_0(b)-E_0(a)-S|\le\frac{M(b-a)^5}{720}.$$

**Solution.** The kernel is nonnegative, so the error is at most $M\int_a^bK\,dt$. With $h=b-a$,

$$\int_a^bK\,dt=\frac1{24}\int_0^h u^2(h-u)^2\,du=\frac{h^5}{24}\left(\frac13-\frac12+\frac15\right)=\frac{h^5}{720}.$$

`hP` supplies the antiderivative of $KM$, and `norm_integral_le_of_norm_le` gives the inequality.

```lean
/-- For `a ≤ b`, if the energy has a continuous fifth derivative of absolute value at most `M` on
`[a, b]`, the endpoint estimate is in error by at most `M * (b - a) ^ 5 / 720`. -/
theorem error_bound (E : ℕ → ℝ → ℝ) {a b M : ℝ} (hab : a ≤ b)
    (hE : ∀ k < 5, ∀ t ∈ Set.uIcc a b, HasDerivAt (E k) (E (k + 1) t) t)
    (hc : ContinuousOn (E 5) (Set.uIcc a b))
    (hM : ∀ t ∈ Set.Icc a b, |E 5 t| ≤ M) :
    |E 0 b - E 0 a - endpointEstimate (E 1) (E 2) a b| ≤ M * (b - a) ^ 5 / 720 := by
  have hk : Continuous (fun t : ℝ => (t - a) ^ 2 * (b - t) ^ 2 / 24 * M) := by fun_prop
  -- an antiderivative of the kernel times `M`
  have hP : ∀ t ∈ Set.uIcc a b, HasDerivAt
      (fun s => ((b - a) ^ 2 / 72 * (s - a) ^ 3 - (b - a) / 48 * (s - a) ^ 4
        + 1 / 120 * (s - a) ^ 5) * M)
      ((t - a) ^ 2 * (b - t) ^ 2 / 24 * M) t := by
    intro t _
    have hu : HasDerivAt (fun s : ℝ => s - a) 1 t := (hasDerivAt_id' t).sub_const a
    refine (((((hu.fun_pow 3).const_mul ((b - a) ^ 2 / 72)).fun_sub
      ((hu.fun_pow 4).const_mul ((b - a) / 48))).fun_add
      ((hu.fun_pow 5).const_mul (1 / 120))).mul_const M).congr_deriv ?_
    simp only [Nat.cast_ofNat, Nat.reduceSub]
    ring
  have hI := intervalIntegral.integral_eq_sub_of_hasDerivAt hP (hk.intervalIntegrable a b)
  rw [remainder_integral E a b hE hc, ← Real.norm_eq_abs]
  refine (intervalIntegral.norm_integral_le_of_norm_le hab
    (Filter.Eventually.of_forall fun t ht => ?_) (hk.intervalIntegrable a b)).trans
    (le_of_eq ?_)
  · -- the kernel is nonnegative
    have hpos : 0 ≤ (t - a) ^ 2 * (b - t) ^ 2 / 24 := by positivity
    rw [Real.norm_eq_abs, abs_mul, abs_of_nonneg hpos]
    exact mul_le_mul_of_nonneg_left (hM t ⟨ht.1.le, ht.2⟩) hpos
  · rw [hI]
    ring

end

end EndpointHardnessCorrection
```

```lean
#print axioms EndpointHardnessCorrection.exact_of_quartic
#print axioms EndpointHardnessCorrection.one_electron_energy
#print axioms EndpointHardnessCorrection.fifth_power_estimate
#print axioms EndpointHardnessCorrection.error_bound
```

```
'EndpointHardnessCorrection.exact_of_quartic' depends on axioms: [propext, Classical.choice, Quot.sound]
'EndpointHardnessCorrection.one_electron_energy' depends on axioms: [propext, Classical.choice, Quot.sound]
'EndpointHardnessCorrection.fifth_power_estimate' depends on axioms: [propext, Classical.choice, Quot.sound]
'EndpointHardnessCorrection.error_bound' depends on axioms: [propext, Classical.choice, Quot.sound]
```
